# A Hermitian matrix with $\rho S\rho=\rho$ is the density matrix of a Slater determinant when the overlap $S$ is positive semidefinite

## Orbitals and density matrices in a non-orthogonal basis

Let $\chi_i$ be finitely many one-electron basis functions with overlap matrix $S_{ik}=\langle\chi_i|\chi_k\rangle$. In the projector augmented-wave and ultrasoft methods, $S_{ik}$ is instead the matrix element of the overlap operator between pseudo basis functions, and all inner products of orbitals below are taken with this operator. A set of $m$ occupied spin orbitals $\psi_a=\sum_i\chi_i X_{ia}$ is described by its coefficient matrix $X$. The orbitals are orthonormal when
$$X^{\mathsf H}SX=1,$$
and the Slater determinant built from them has the one-particle density matrix
$$\rho=XX^{\mathsf H},\qquad \rho_{ik}=\sum_a X_{ia}X_{ka}^*.$$
Each spin orbital is occupied once. In a closed-shell calculation with spatial basis functions, let $\rho$ be the density matrix of one spin. For the spin-summed matrix $P=2\rho$ the condition $\rho S\rho=\rho$ then reads $PSP=2P$.

Suppose now that only a matrix $\rho$ is given. How can one tell whether it equals $XX^{\mathsf H}$ for some set of orthonormal orbitals? For positive semidefinite $S$ the answer is that $\rho$ must be Hermitian and satisfy $\rho S\rho=\rho$. The electron number $\operatorname{tr}(\rho S)$ is then automatically a natural number $m$, and $m$ orthonormal orbitals with $\rho=XX^{\mathsf H}$ exist. Hartree–Fock and Kohn–Sham calculations with integer occupations in a finite basis can therefore vary $\rho$ in place of the orbitals, under the constraints that $\rho$ is Hermitian, that $\rho S\rho=\rho$, and that $\operatorname{tr}(\rho S)$ is the required electron number.

Positivity of $S$ says that no combination of basis functions has a negative squared norm. Every matrix of inner products has this property, including that of a linearly dependent basis. In the ultrasoft and projector augmented-wave methods it is not automatic, because the augmentation charges in the overlap operator may be negative.

In a linearly dependent basis the same density operator $\sum_{ik}|\chi_i\rangle\rho_{ik}\langle\chi_k|$ has several coefficient matrices, and not all of them satisfy $\rho S\rho=\rho$. The criterion concerns the matrix $\rho$ itself.

## From idempotency to orbitals

**Positivity of $\rho$.** Since $\rho$ is Hermitian, $\rho=\rho S\rho=\rho^{\mathsf H}S\rho$. For every vector $v$,
$$v^{\mathsf H}\rho v=(\rho v)^{\mathsf H}S(\rho v)\ge 0 .$$

**Factorisation.** Write $\rho_{ik}=\sum_j U_{ij}\lambda_jU_{kj}^*$ with $U$ unitary and $\lambda_j\ge0$. Number the non-zero eigenvalues by $a=1,\dots,m$, and let $f(a)$ be the position of the $a$-th one. Define
$$X_{ia}=U_{i f(a)}\sqrt{\lambda_{f(a)}},\qquad Y_{ai}=\frac{U_{i f(a)}^*}{\sqrt{\lambda_{f(a)}}}.$$
The terms with $\lambda_j=0$ contribute nothing, so $XX^{\mathsf H}=\rho$. Moreover,
$$(YX)_{ab}=\frac{\sqrt{\lambda_{f(b)}}}{\sqrt{\lambda_{f(a)}}}\sum_iU_{if(a)}^*U_{if(b)}=\delta_{ab}.$$

**Orthonormality.** The condition $\rho S\rho=\rho$ now reads $XX^{\mathsf H}SXX^{\mathsf H}=XX^{\mathsf H}$. Multiply by $Y$ from the left and by $Y^{\mathsf H}$ from the right. Because $YX=1$ and $X^{\mathsf H}Y^{\mathsf H}=(YX)^{\mathsf H}=1$, what remains is $X^{\mathsf H}SX=1$.

**Electron number.** By cyclicity, $\operatorname{tr}(XX^{\mathsf H}S)=\operatorname{tr}(X^{\mathsf H}SX)=m$.

**Converse.** If $X^{\mathsf H}SX=1$ and $\rho=XX^{\mathsf H}$, then $\rho$ is Hermitian and $\rho S\rho=X(X^{\mathsf H}SX)X^{\mathsf H}=\rho$.

The orbitals are fixed up to a rotation. If $X$ and $Z$ are both orthonormal and $XX^{\mathsf H}=ZZ^{\mathsf H}$, then
$$Z=ZZ^{\mathsf H}SZ=XX^{\mathsf H}SZ=XU,\qquad U=X^{\mathsf H}SZ,$$
where $U$ now denotes an $m\times m$ matrix. It is unitary, since $U^{\mathsf H}U=U^{\mathsf H}X^{\mathsf H}SXU=Z^{\mathsf H}SZ=1$. Conversely, $Z=XU$ with $U$ unitary gives $ZZ^{\mathsf H}=XUU^{\mathsf H}X^{\mathsf H}=XX^{\mathsf H}$.

## The definitions in Lean

The basis functions are labelled by an arbitrary finite type `n`, and all matrices are complex.

```lean
import Mathlib

open Matrix
open scoped ComplexOrder

namespace OverlapDensityMatrix

variable {n : Type*} [Fintype n]
```

Orthonormality is a property of the pair $(S,X)$. The type `Fin m` labels the occupied orbitals, so the number of columns is a natural number by construction.

```lean
/-- The `m` orbitals whose basis coefficients are the columns of `X` are orthonormal
with respect to the overlap matrix `S`. -/
def SOrthonormal {m : ℕ} (S : Matrix n n ℂ) (X : Matrix n (Fin m) ℂ) : Prop :=
  Xᴴ * S * X = 1
```

The name `densityMatrix` is used for $XX^{\mathsf H}$ with any $X$. It has its physical meaning once `SOrthonormal S X` holds.

```lean
/-- The matrix `X Xᴴ`. If the columns of `X` are the coefficients of orthonormal occupied orbitals,
it is the one-particle density matrix of their Slater determinant. -/
def densityMatrix {m : ℕ} (X : Matrix n (Fin m) ℂ) : Matrix n n ℂ :=
  X * Xᴴ
```

The many-electron wave function itself does not appear in the Lean statements. The step from $XX^{\mathsf H}$ to a Slater determinant is the standard formula for the determinant's one-particle density matrix. For $m=0$ the matrix $\rho$ is zero and the state is the vacuum.

## Positivity and factorisation

The first lemma is the inequality for $v^{\mathsf H}\rho v$ in matrix form. Mathlib supplies that $\rho^{\mathsf H}S\rho$ is positive semidefinite, and rewriting with hermiticity and idempotency turns this matrix into $\rho$.

```lean
/-- For a positive semidefinite overlap `S`, a Hermitian `ρ` with `ρ S ρ = ρ` is positive
semidefinite. -/
theorem posSemidef_of_idempotent {S ρ : Matrix n n ℂ} (hS : S.PosSemidef)
    (hρ : ρ.IsHermitian) (h : ρ * S * ρ = ρ) : ρ.PosSemidef := by
  have h1 := hS.conjTranspose_mul_mul_same ρ
  rwa [hρ.eq, h] at h1
```

The next lemma gives the factorisation together with the left inverse $Y$. In the code, the columns of `U` and the numbers `ev` are the eigenvectors and eigenvalues $\lambda_j$ of the coefficient matrix $\rho$ alone. In general they are not the natural orbitals and their occupations, which in a non-orthogonal basis come from the eigenvalue problem of $\rho S$.

```lean
/-- A positive semidefinite matrix `ρ` factors as `X Xᴴ`, where `X` has finitely many linearly
independent columns; the independence is expressed by a left inverse `Y` of `X`. -/
theorem exists_independent_orbitals {ρ : Matrix n n ℂ} (hρ : ρ.PosSemidef) :
    ∃ (m : ℕ) (X : Matrix n (Fin m) ℂ) (Y : Matrix (Fin m) n ℂ),
      Y * X = 1 ∧ ρ = densityMatrix X := by
  classical
  -- eigenvectors (columns of `U`) and eigenvalues `ev` of `ρ`
  obtain ⟨U, ev, hU, hs, hev⟩ : ∃ (U : Matrix n n ℂ) (ev : n → ℝ), Uᴴ * U = 1 ∧
      ρ = U * diagonal (fun j => (ev j : ℂ)) * Uᴴ ∧ ∀ j, 0 ≤ ev j := by
    refine ⟨hρ.isHermitian.eigenvectorUnitary, hρ.isHermitian.eigenvalues,
      Matrix.mem_unitaryGroup_iff'.mp hρ.isHermitian.eigenvectorUnitary.2, ?_,
      hρ.eigenvalues_nonneg⟩
    have h := hρ.isHermitian.spectral_theorem
    rw [Unitary.conjStarAlgAut_apply] at h
    exact h
  -- number the non-zero eigenvalues
  obtain ⟨m, f, hf, hne, hzero⟩ : ∃ (m : ℕ) (f : Fin m → n), Function.Injective f ∧
      (∀ a, ev (f a) ≠ 0) ∧ ∀ j, j ∉ Set.range f → ev j = 0 := by
    let e := Fintype.equivFin {j // ev j ≠ 0}
    refine ⟨_, fun a => (e.symm a).1, Subtype.val_injective.comp e.symm.injective,
      fun a => (e.symm a).2, fun j hj => ?_⟩
    by_contra h
    exact hj ⟨e ⟨j, h⟩, by simp⟩
  have hsq : ∀ j, (Real.sqrt (ev j) : ℂ) * (Real.sqrt (ev j) : ℂ) = (ev j : ℂ) := by
    intro j
    rw [← Complex.ofReal_mul, Real.mul_self_sqrt (hev j)]
  have hr : ∀ a, (Real.sqrt (ev (f a)) : ℂ) ≠ 0 := by
    intro a h0
    have h1 := hsq (f a)
    rw [h0, mul_zero] at h1
    exact hne a (Complex.ofReal_eq_zero.mp h1.symm)
  have hU' : ∀ j k, ∑ i, star (U i j) * U i k = if j = k then 1 else 0 := by
    intro j k
    have h := congrFun (congrFun hU j) k
    simpa only [Matrix.mul_apply, conjTranspose_apply, Matrix.one_apply] using h
  refine ⟨m, Matrix.of fun i a => U i (f a) * (Real.sqrt (ev (f a)) : ℂ),
    Matrix.of fun a i => star (U i (f a)) / (Real.sqrt (ev (f a)) : ℂ), ?_, ?_⟩
  · ext a b
    have h1 : ∑ i, star (U i (f a)) / (Real.sqrt (ev (f a)) : ℂ) *
        (U i (f b) * (Real.sqrt (ev (f b)) : ℂ)) =
        (Real.sqrt (ev (f b)) : ℂ) / (Real.sqrt (ev (f a)) : ℂ) *
          ∑ i, star (U i (f a)) * U i (f b) := by
      rw [Finset.mul_sum]
      refine Finset.sum_congr rfl fun i _ => ?_
      ring
    simp only [Matrix.mul_apply, Matrix.of_apply]
    rw [h1, hU', Matrix.one_apply]
    by_cases hab : a = b
    · subst hab
      simp only [↓reduceIte, mul_one]
      exact div_self (hr a)
    · rw [if_neg hab, if_neg (fun h => hab (hf h)), mul_zero]
  · ext i k
    have h := congrFun (congrFun hs i) k
    rw [Matrix.mul_apply] at h
    simp only [Matrix.mul_diagonal, conjTranspose_apply] at h
    rw [h, densityMatrix, Matrix.mul_apply]
    -- zero eigenvalues do not contribute to the sum
    symm
    refine Fintype.sum_of_injective f hf _ _ (fun j hj => ?_) (fun a => ?_)
    · simp [hzero j hj]
    · simp only [conjTranspose_apply, Matrix.of_apply, star_mul', Complex.star_def,
        Complex.conj_ofReal]
      linear_combination (U i (f a) * (starRingEnd ℂ) (U k (f a))) * hsq (f a)
```

The first `obtain` extracts the spectral decomposition, and the second one numbers the non-zero eigenvalues. After `refine`, the two bullets prove $YX=1$ and $\rho=XX^{\mathsf H}$ entry by entry. The facts `hr` and `hsq` say that the retained square roots are non-zero and that they square to the eigenvalues.

## Discarding zero eigenvalues with `Fintype.sum_of_injective`

The spectral theorem gives a sum over all of `n`, but the orbitals must be labelled by `Fin m`. By hand one says "keep the non-zero terms". In Lean the two sums run over different types, and `Fintype.sum_of_injective` connects them. Given an injective map $f$ from the small index set to the large one, it proves
$$\sum_a F(a)=\sum_j G(j)$$
from two conditions: $G(j)=0$ for every $j$ outside the range of $f$, and $F(a)=G(f(a))$ for every $a$.

Here $G(j)=U_{ij}\lambda_jU_{kj}^*$ and $F(a)=X_{ia}X_{ka}^*$. The first condition is `hzero`, and the second is $\sqrt{\lambda}\sqrt{\lambda}=\lambda$, which `linear_combination` inserts. The map $f$ comes from `Fintype.equivFin`, applied to the subtype of indices with non-zero eigenvalue. No ordering of the eigenvalues is needed, and $m$ is the number of elements of that subtype. This count becomes the electron number in the main theorem.

## The characterisation

The density matrix of $m$ orthonormal orbitals satisfies $\rho S\rho=\rho$ and $\operatorname{tr}(\rho S)=m$. This direction puts no condition on $S$. The proof regroups the product around $X^{\mathsf H}SX$ and uses cyclicity for the trace.

```lean
/-- The density matrix of `m` orbitals that are orthonormal with respect to `S` satisfies
`ρ S ρ = ρ` and `tr (ρ S) = m`. -/
theorem densityMatrix_idempotent_trace {m : ℕ} {S : Matrix n n ℂ} {X : Matrix n (Fin m) ℂ}
    (hX : SOrthonormal S X) :
    densityMatrix X * S * densityMatrix X = densityMatrix X ∧
      (densityMatrix X * S).trace = m := by
  unfold SOrthonormal at hX
  unfold densityMatrix
  constructor
  · calc X * Xᴴ * S * (X * Xᴴ) = X * (Xᴴ * S * X) * Xᴴ := by simp only [Matrix.mul_assoc]
      _ = X * Xᴴ := by rw [hX, Matrix.mul_one]
  · rw [Matrix.mul_assoc, Matrix.trace_mul_comm, hX, Matrix.trace_one, Fintype.card_fin]
```

The main theorem says that, for positive semidefinite $S$ and any $\rho$, two statements are equivalent. The first is that $\rho$ is Hermitian with $\rho S\rho=\rho$. The second is that there is a natural number $m$ with $\operatorname{tr}(\rho S)=m$ and an $X$ with $m$ columns such that $X^{\mathsf H}SX=1$ and $\rho=XX^{\mathsf H}$. The trace is a complex number, so the equation also says that its imaginary part vanishes.

```lean
/-- For a positive semidefinite overlap `S`, a matrix `ρ` is Hermitian with `ρ S ρ = ρ` exactly
when `tr (ρ S)` is a natural number `m` and `ρ` is the density matrix of `m` orbitals that are
orthonormal with respect to `S`. -/
theorem idempotent_iff_determinant {S : Matrix n n ℂ} (hS : S.PosSemidef)
    (ρ : Matrix n n ℂ) :
    (ρ.IsHermitian ∧ ρ * S * ρ = ρ) ↔
      ∃ m : ℕ, (ρ * S).trace = m ∧
        ∃ X : Matrix n (Fin m) ℂ, SOrthonormal S X ∧ ρ = densityMatrix X := by
  constructor
  · rintro ⟨hρ, h⟩
    obtain ⟨m, X, Y, hY, rfl⟩ :=
      exists_independent_orbitals (posSemidef_of_idempotent hS hρ h)
    -- cancel the outer factors `X` and `Xᴴ` in `ρ S ρ = ρ`
    have hX : SOrthonormal S X := by
      unfold densityMatrix at h
      unfold SOrthonormal
      calc Xᴴ * S * X = (Y * X) * (Xᴴ * S * X) * (Y * X)ᴴ := by rw [hY]; simp
        _ = Y * (X * Xᴴ * S * (X * Xᴴ)) * Yᴴ := by
          simp only [conjTranspose_mul, Matrix.mul_assoc]
        _ = Y * (X * Xᴴ) * Yᴴ := by rw [h]
        _ = (Y * X) * (Y * X)ᴴ := by simp only [conjTranspose_mul, Matrix.mul_assoc]
        _ = 1 := by rw [hY]; simp
    exact ⟨m, (densityMatrix_idempotent_trace hX).2, X, hX, rfl⟩
  · rintro ⟨m, -, X, hX, rfl⟩
    refine ⟨?_, (densityMatrix_idempotent_trace hX).1⟩
    simp [Matrix.IsHermitian, densityMatrix, conjTranspose_mul]
```

In the forward direction, the `calc` block is the cancellation with $Y$ and $Y^{\mathsf H}$: it starts from $X^{\mathsf H}SX$, inserts $YX=1$ on both sides, applies `h`, and collapses the result to 1. The reverse direction discards the trace equation, which already follows from orthonormality.

## Rotations among occupied orbitals

Two orthonormal coefficient matrices with equally many columns have the same density matrix exactly when $Z=XU$ for a unitary $U$. The statement compares coefficients. In a linearly dependent basis, different coefficients can describe the same functions, and their density matrices may then differ.

```lean
/-- Two coefficient matrices `X` and `Z` with `m` columns each, both orthonormal with respect to
`S`, have the same density matrix exactly when `Z = X U` for a unitary `m × m` matrix `U`. -/
theorem densityMatrix_eq_iff_rotation {m : ℕ} {S : Matrix n n ℂ} {X Z : Matrix n (Fin m) ℂ}
    (hX : SOrthonormal S X) (hZ : SOrthonormal S Z) :
    densityMatrix X = densityMatrix Z ↔ ∃ U ∈ Matrix.unitaryGroup (Fin m) ℂ, Z = X * U := by
  unfold SOrthonormal at hX hZ
  unfold densityMatrix
  constructor
  · intro h
    -- the rotation is the overlap between the two orbital sets
    have hZX : Z = X * (Xᴴ * S * Z) := by
      calc Z = Z * (Zᴴ * S * Z) := by rw [hZ, Matrix.mul_one]
        _ = (Z * Zᴴ) * S * Z := by simp only [Matrix.mul_assoc]
        _ = (X * Xᴴ) * S * Z := by rw [h]
        _ = X * (Xᴴ * S * Z) := by simp only [Matrix.mul_assoc]
    generalize Xᴴ * S * Z = U at hZX
    refine ⟨U, Matrix.mem_unitaryGroup_iff'.mpr ?_, hZX⟩
    calc Uᴴ * U = Uᴴ * (Xᴴ * S * X) * U := by rw [hX, Matrix.mul_one]
      _ = (X * U)ᴴ * S * (X * U) := by simp only [conjTranspose_mul, Matrix.mul_assoc]
      _ = 1 := by rw [← hZX, hZ]
  · rintro ⟨U, hU, rfl⟩
    have hU1 : U * Uᴴ = 1 := Matrix.mem_unitaryGroup_iff.mp hU
    calc X * Xᴴ = X * (U * Uᴴ) * Xᴴ := by rw [hU1, Matrix.mul_one]
      _ = X * U * (X * U)ᴴ := by simp only [conjTranspose_mul, Matrix.mul_assoc]
```

The block `hZX` is the chain for $Z$ given above, and `generalize` then names the overlap $X^{\mathsf H}SZ$ as `U`. Since $U$ is square, $U^{\mathsf H}U=1$ suffices for unitarity.

## A negative squared norm and a two-centre bond

Hermiticity and invertibility of $S$ would not be enough in place of positivity. In dimension one take $S=\rho=-1$, so that the only basis function has a negative squared norm. Then $\rho S\rho=(-1)^3=\rho$, but $XX^{\mathsf H}$ is never negative. The proof compares the real part of the single diagonal entry with zero.

```lean
/-- With the negative overlap `S = -1` in dimension one, the Hermitian matrix `ρ = -1` satisfies
`ρ S ρ = ρ` but is not the density matrix of any set of orbitals. -/
theorem negative_overlap_counterexample :
    (-1 : Matrix (Fin 1) (Fin 1) ℂ).IsHermitian ∧
      (-1 : Matrix (Fin 1) (Fin 1) ℂ) * (-1) * (-1) = -1 ∧
      ∀ (m : ℕ) (X : Matrix (Fin 1) (Fin m) ℂ), densityMatrix X ≠ -1 := by
  refine ⟨by simp [Matrix.IsHermitian], by noncomm_ring, fun m X hX => ?_⟩
  have hp := (Matrix.posSemidef_self_mul_conjTranspose X).diag_nonneg (i := 0)
  change 0 ≤ densityMatrix X 0 0 at hp
  rw [hX] at hp
  have h1 := (Complex.le_def.mp hp).1
  norm_num [Matrix.neg_apply, Matrix.one_apply] at h1
```

For a case where the hypotheses do hold, take two normalised basis functions with overlap $3/5$. The bonding combination $\chi_1+\chi_2$ has squared norm $2+2\cdot\tfrac35=\tfrac{16}{5}$, so the normalised orbital has both coefficients equal to $\sqrt{5/16}$, and every entry of $\rho$ is $5/16$. All entries of $\rho S$ are $\tfrac5{16}\cdot\tfrac85=\tfrac12$, which gives one electron and $\rho S\rho=\rho$. The entries of $\rho\rho$ are $2\cdot(5/16)^2=25/128$, so ordinary idempotency fails. The only eigenvalue of $\rho$ that is not zero is $5/8$, although the orbital is fully occupied.

In Lean, positivity of $S$ follows from a Cholesky factorisation $S=R^{\mathsf H}R$ with an upper triangular $R$, and the remaining claims are checked entry by entry.

```lean
/-- The overlap matrix `S` of two normalised basis functions with overlap `3/5` is positive
semidefinite, and the matrix `ρ` with all entries `5/16` is Hermitian with `ρ S ρ = ρ` and
`tr (ρ S) = 1`, while `ρ ρ ≠ ρ`. -/
theorem idempotent_witness :
    let S : Matrix (Fin 2) (Fin 2) ℂ := !![1, 3/5; 3/5, 1]
    let ρ : Matrix (Fin 2) (Fin 2) ℂ := !![5/16, 5/16; 5/16, 5/16]
    S.PosSemidef ∧ ρ.IsHermitian ∧ ρ * S * ρ = ρ ∧ (ρ * S).trace = 1 ∧ ρ * ρ ≠ ρ := by
  intro S ρ
  refine ⟨?_, ?_, ?_, ?_, ?_⟩
  · have h3 : (starRingEnd ℂ) 3 = 3 := by apply Complex.ext <;> simp
    have h4 : (starRingEnd ℂ) 4 = 4 := by apply Complex.ext <;> simp
    have h5 : (starRingEnd ℂ) 5 = 5 := by apply Complex.ext <;> simp
    -- Cholesky factorisation of the overlap
    have h : S = (!![1, 3/5; 0, 4/5] : Matrix (Fin 2) (Fin 2) ℂ)ᴴ * !![1, 3/5; 0, 4/5] := by
      ext i j
      fin_cases i <;> fin_cases j <;>
        simp [S, Matrix.mul_apply, Fin.sum_univ_succ, h3, h4, h5]
      norm_num
    rw [h]
    exact Matrix.posSemidef_conjTranspose_mul_self _
  · ext i j
    fin_cases i <;> fin_cases j <;> simp [ρ]
  · ext i j
    fin_cases i <;> fin_cases j <;>
      simp [S, ρ, Matrix.mul_apply, Fin.sum_univ_succ] <;> norm_num
  · simp [S, ρ, Matrix.trace_fin_two]
    norm_num
  · intro h
    have h1 := congrFun (congrFun h 0) 0
    norm_num [ρ, Matrix.mul_apply, Fin.sum_univ_succ] at h1

end OverlapDensityMatrix
```

```lean
#print axioms OverlapDensityMatrix.idempotent_iff_determinant
#print axioms OverlapDensityMatrix.densityMatrix_eq_iff_rotation
#print axioms OverlapDensityMatrix.negative_overlap_counterexample
```

```
'OverlapDensityMatrix.idempotent_iff_determinant' depends on axioms: [propext, Classical.choice, Quot.sound]
'OverlapDensityMatrix.densityMatrix_eq_iff_rotation' depends on axioms: [propext, Classical.choice, Quot.sound]
'OverlapDensityMatrix.negative_overlap_counterexample' depends on axioms: [propext, Classical.choice, Quot.sound]
```
